# The mean Coulomb energy of randomly permuted charges depends on the kernel only through its trace and its sum

Put charges $+z$ and $-z$ on two sites with Coulomb kernel $K$. The energy is

$$E=\tfrac12 z^2\,(K_{11}+K_{22}-K_{12}-K_{21}),$$

and exchanging the charges leaves it as it is. Each site always carries the squared charge $z^2$, and the pair always carries the product $-z^2$. A constant added to all four entries cancels, because two enter with a plus sign and two with a minus sign.

For $N\ge 2$ sites and charges $q_i$ with $\sum_i q_i=0$, the same balance holds on average. Over all permutations of the charges, the mean energy is

$$\langle E\rangle=\frac{\left(\sum_i q_i^2\right)\left(N\,\mathrm{tr}K-\sum_{ij}K_{ij}\right)}{2N(N-1)}.$$

This gives the mean Madelung energy over fully random arrangements in a simulation supercell, where every charge may occupy every site, for rigid sites and fixed point charges.

## A fixed real kernel, symmetric or not

The entry $K_{ij}$ is the interaction of unit charges on sites $i$ and $j$. In a periodic cell it includes all images together with a uniform compensating background, because the sum over the images alone diverges. $K_{ii}$ is then the interaction of a unit charge with its own images and this background. The kernel must not depend on the arrangement, and lattice relaxation and polarisation are left out of the model. It is given as a matrix of numbers and is not derived from an Ewald sum.

In Lean the sites are a finite type `n`, $N$ is `Fintype.card n`, and `energy K q` is $\tfrac12\sum_{ij}q_iK_{ij}q_j$. The factor $\tfrac12$ corrects the double counting of pairs.

```lean
import Mathlib

open Finset

namespace DisorderedMadelung

noncomputable section

variable {n : Type*} [Fintype n]

/-- Electrostatic energy `(1/2) q · K q` of the site charges `q` with Coulomb kernel `K`. -/
def energy (K : Matrix n n ℝ) (q : n → ℝ) : ℝ :=
  1 / 2 * ∑ i, ∑ j, q i * K i j * q j
```

The combination $N\,\mathrm{tr}K-\sum_{ij}K_{ij}$ is called `kernelContrast`, and `shifted K c` has entries $K_{ij}+c$.

```lean
/-- The kernel contrast `N tr K - ∑ K i j` for `N` sites. -/
def kernelContrast (K : Matrix n n ℝ) : ℝ :=
  (Fintype.card n : ℝ) * K.trace - ∑ i, ∑ j, K i j

/-- The kernel with the constant `c` added to every entry. -/
def shifted (K : Matrix n n ℝ) (c : ℝ) : Matrix n n ℝ :=
  Matrix.of fun i j => K i j + c
```

A physical kernel is symmetric, but neither the derivation nor the proof uses this. Without symmetry nothing changes, since the energy depends only on $K_{ij}+K_{ji}$.

With $Q=\sum_i q_i$, the shift acts on the energy as

$$\tfrac12\sum_{ij}q_i(K_{ij}+c)q_j=E+\tfrac c2\sum_{ij}q_iq_j=E+\tfrac c2Q^2 .$$

The proof expands $Q^2$ as a double sum and compares the terms.

```lean
/-- Adding a constant `c` to every kernel entry changes the energy by `c / 2` times the
square of the total charge. -/
theorem energy_shifted (K : Matrix n n ℝ) (q : n → ℝ) (c : ℝ) :
    energy (shifted K c) q = energy K q + c / 2 * (∑ i, q i) ^ 2 := by
  have h : (∑ i, q i) ^ 2 = ∑ i, ∑ j, q i * q j := by
    rw [pow_two, Finset.sum_mul_sum]
  rw [h]
  simp only [energy, shifted, Matrix.of_apply, Finset.mul_sum, ← Finset.sum_add_distrib]
  refine Finset.sum_congr rfl fun i _ => Finset.sum_congr rfl fun j _ => ?_
  ring
```

In the contrast, the trace grows by $Nc$ and the full sum by $N^2c$, so $N\cdot Nc-N^2c=0$.

```lean
/-- The kernel contrast is unchanged when a constant is added to every kernel entry. -/
theorem kernelContrast_shifted (K : Matrix n n ℝ) (c : ℝ) :
    kernelContrast (shifted K c) = kernelContrast K := by
  simp only [kernelContrast, shifted, Matrix.trace, Matrix.diag_apply, Matrix.of_apply,
    Finset.sum_add_distrib, Finset.sum_const, Finset.card_univ, nsmul_eq_mul]
  ring
```

## Every arrangement equally likely

Complete disorder is expressed by giving all $N!$ permutations the same weight. This stands for ions without short-range order, as in the limit of high temperature. If some charges are equal, each distinct arrangement is counted equally often, so the average over distinct arrangements is the same.

```lean
variable [DecidableEq n]

/-- Average of a quantity over all `N!` permutations of the `N` sites. -/
def permAverage (F : Equiv.Perm n → ℝ) : ℝ :=
  (∑ σ, F σ) / ((Fintype.card n).factorial : ℝ)
```

Write $\langle\cdot\rangle$ for this average. In the arrangement `q ∘ σ`, site $i$ carries the charge $q_{\sigma(i)}$.

**One site.** Composing every permutation with the swap of $i$ and $j$ only reorders the sum over permutations, so $\sum_\sigma f(\sigma(j))=\sum_\sigma f(\sigma(i))$ for any site function $f$. Summing over $j$ gives

$$N\sum_\sigma f(\sigma(i))=\sum_\sigma\sum_j f(\sigma(j))=N!\sum_k f(k),$$

hence $\langle f(\sigma(i))\rangle=\frac1N\sum_k f(k)$. In the proof, `hsame` is the swap and `hsum` is the displayed line.

```lean
/-- Under random permutation `σ`, the value `f (σ i)` of a site function `f` averages to the mean of
`f` over all sites. -/
theorem site_average (f : n → ℝ) (i : n) :
    permAverage (fun σ => f (σ i)) = (∑ k, f k) / (Fintype.card n : ℝ) := by
  -- all sites are equivalent: relabel the permutations by a swap
  have hsame : ∀ j, ∑ σ : Equiv.Perm n, f (σ j) = ∑ σ : Equiv.Perm n, f (σ i) := by
    intro j
    refine Fintype.sum_equiv (Equiv.mulRight (Equiv.swap i j)) _ _ fun σ => ?_
    simp [Equiv.Perm.mul_apply]
  have hsum : (Fintype.card n : ℝ) * ∑ σ : Equiv.Perm n, f (σ i)
      = ((Fintype.card n).factorial : ℝ) * ∑ k, f k := by
    calc (Fintype.card n : ℝ) * ∑ σ : Equiv.Perm n, f (σ i)
        = ∑ j : n, ∑ σ : Equiv.Perm n, f (σ j) := by
          rw [Finset.sum_congr rfl (fun j _ => hsame j), Finset.sum_const,
            Finset.card_univ, nsmul_eq_mul]
      _ = ∑ σ : Equiv.Perm n, ∑ j, f (σ j) := Finset.sum_comm
      _ = ∑ _σ : Equiv.Perm n, ∑ k, f k :=
          Finset.sum_congr rfl fun σ _ => Equiv.sum_comp σ f
      _ = _ := by
          rw [Finset.sum_const, Finset.card_univ, Fintype.card_perm, nsmul_eq_mul]
  have hN : (Fintype.card n : ℝ) ≠ 0 :=
    Nat.cast_ne_zero.2 (Fintype.card_pos_iff.2 ⟨i⟩).ne'
  have hF : ((Fintype.card n).factorial : ℝ) ≠ 0 :=
    Nat.cast_ne_zero.2 (Nat.factorial_ne_zero _)
  unfold permAverage
  rw [div_eq_div_iff hF hN]
  linear_combination hsum
```

**Two sites.** Let $S=\sum_k q_k^2$, fix $i$, and let $C=\langle q_{\sigma(i)}q_{\sigma(j)}\rangle$ for some $j\ne i$. Swapping $j$ with another partner $k\neq i$ shows that $C$ is the same for all partners. Summing over every site, $i$ included, gives

$$\langle q_{\sigma(i)}^2\rangle+(N-1)C=\langle q_{\sigma(i)}\rangle Q .$$

The one-site result turns this into $\frac SN+(N-1)C=\frac{Q^2}N$, so

$$C=\frac{Q^2-S}{N(N-1)} .$$

In the proof, `hrest` collects the $N-1$ equal partners, `hrow` produces the factor $Q$, and `hsplit` separates the term $k=i$. The final `linear_combination` solves for $C$.

```lean
/-- Charge correlation of two different sites under random permutation: the squared total
charge minus the sum of squared charges, divided by `N (N - 1)`. -/
theorem pair_average (q : n → ℝ) {i j : n} (hij : i ≠ j) :
    permAverage (fun σ => q (σ i) * q (σ j))
      = ((∑ k, q k) ^ 2 - ∑ k, q k ^ 2)
        / ((Fintype.card n : ℝ) * ((Fintype.card n : ℝ) - 1)) := by
  have hcard : 1 < Fintype.card n := Fintype.one_lt_card_iff.2 ⟨i, j, hij⟩
  have hc : (1 : ℝ) < (Fintype.card n : ℝ) := by exact_mod_cast hcard
  have hN : (Fintype.card n : ℝ) ≠ 0 := by linarith
  have hN1 : (Fintype.card n : ℝ) - 1 ≠ 0 := by linarith
  have hF : ((Fintype.card n).factorial : ℝ) ≠ 0 :=
    Nat.cast_ne_zero.2 (Nat.factorial_ne_zero _)
  -- all partners of site `i` are equivalent
  have hsame : ∀ k, k ≠ i → ∑ σ : Equiv.Perm n, q (σ i) * q (σ k)
      = ∑ σ : Equiv.Perm n, q (σ i) * q (σ j) := by
    intro k hk
    refine Fintype.sum_equiv (Equiv.mulRight (Equiv.swap j k)) _ _ fun σ => ?_
    simp [Equiv.Perm.mul_apply, Equiv.swap_apply_of_ne_of_ne hij hk.symm]
  have hrest : ∑ k ∈ univ.erase i, ∑ σ : Equiv.Perm n, q (σ i) * q (σ k)
      = ((Fintype.card n : ℝ) - 1) * ∑ σ : Equiv.Perm n, q (σ i) * q (σ j) := by
    rw [Finset.sum_congr rfl (fun k hk => hsame k (Finset.ne_of_mem_erase hk)),
      Finset.sum_const, Finset.card_erase_of_mem (Finset.mem_univ i), Finset.card_univ,
      nsmul_eq_mul, Nat.cast_sub hcard.le, Nat.cast_one]
  -- summing over every site `k`, `i` included, gives a factor of the total charge
  have hrow : ∑ k, ∑ σ : Equiv.Perm n, q (σ i) * q (σ k)
      = (∑ k, q k) * ∑ σ : Equiv.Perm n, q (σ i) := by
    rw [Finset.mul_sum]
    refine Finset.sum_comm.trans (Finset.sum_congr rfl fun σ _ => ?_)
    rw [← Finset.mul_sum, Equiv.sum_comp σ q, mul_comm]
  have hsplit := Finset.add_sum_erase univ
    (fun k => ∑ σ : Equiv.Perm n, q (σ i) * q (σ k)) (Finset.mem_univ i)
  simp only [hrest, hrow, ← pow_two] at hsplit
  have h1 := site_average q i
  have h2 := site_average (fun k => q k ^ 2) i
  unfold permAverage at h1 h2 ⊢
  rw [div_eq_div_iff hF hN] at h1 h2
  rw [div_eq_div_iff hF (mul_ne_zero hN hN1)]
  linear_combination (Fintype.card n : ℝ) * hsplit + (∑ k, q k) * h1 - h2
```

**The energy.** It is linear in the products of charges, so the average passes through the double sum:

$$\langle E\rangle=\tfrac12\sum_{ij}K_{ij}\,\langle q_{\sigma(i)}q_{\sigma(j)}\rangle .$$

The proof exchanges the order of summation twice.

```lean
/-- The average energy is half the kernel contracted with the averaged charge correlations. -/
theorem average_energy_eq_correlations (K : Matrix n n ℝ) (q : n → ℝ) :
    permAverage (fun σ => energy K (q ∘ σ))
      = 1 / 2 * ∑ i, ∑ j, K i j * permAverage (fun σ => q (σ i) * q (σ j)) := by
  simp only [permAverage, energy, Function.comp_apply, Finset.mul_sum, Finset.sum_div]
  refine Finset.sum_comm.trans (Finset.sum_congr rfl fun i _ => ?_)
  refine Finset.sum_comm.trans (Finset.sum_congr rfl fun j _ => ?_)
  refine Finset.sum_congr rfl fun σ _ => ?_
  ring
```

With unequal weights this last identity survives, but the correlations can then differ from pair to pair, and the trace and the sum of $K$ no longer suffice in general.

## At least two sites

A pair correlation needs a pair. By hand, $N\ge2$ enters on dividing by $N-1$. Inserting $S/N$ on the diagonal and $C$ elsewhere,

$$\langle E\rangle=\tfrac12\left[\tfrac SN\,\mathrm{tr}K+C\Big(\sum_{ij}K_{ij}-\mathrm{tr}K\Big)\right],$$

and over the common denominator,

$$\langle E\rangle=\frac{S\left(N\,\mathrm{tr}K-\sum_{ij}K_{ij}\right)+Q^2\left(\sum_{ij}K_{ij}-\mathrm{tr}K\right)}{2N(N-1)} .$$

This is `average_energy`, valid for any total charge. In its proof, `hcorr` writes the correlation as a uniform part plus a diagonal correction, and `hsum` contracts that form with $K$. The hypothesis `hN` supplies the nonzero factors that `field_simp` needs.

```lean
/-- Average energy of randomly permuted charges on at least two sites, for any total charge. -/
theorem average_energy (hN : 2 ≤ Fintype.card n) (K : Matrix n n ℝ) (q : n → ℝ) :
    permAverage (fun σ => energy K (q ∘ σ))
      = ((∑ i, q i ^ 2) * kernelContrast K
          + (∑ i, q i) ^ 2 * ((∑ i, ∑ j, K i j) - K.trace))
        / (2 * (Fintype.card n : ℝ) * ((Fintype.card n : ℝ) - 1)) := by
  have hc : (2 : ℝ) ≤ (Fintype.card n : ℝ) := by exact_mod_cast hN
  have h0 : (Fintype.card n : ℝ) ≠ 0 := by linarith
  have h1 : (Fintype.card n : ℝ) - 1 ≠ 0 := by linarith
  -- split the kernel sum into a uniform part and a diagonal part
  have hsum : ∀ a b : ℝ, ∑ i, ∑ j, K i j * (b + if i = j then a - b else 0)
      = b * (∑ i, ∑ j, K i j) + (a - b) * K.trace := by
    intro a b
    simp only [mul_add, mul_ite, mul_zero, Finset.sum_add_distrib, Finset.sum_ite_eq,
      Finset.mem_univ, if_true, ← Finset.sum_mul, Matrix.trace, Matrix.diag_apply]
    ring
  have hcorr : ∀ i j, permAverage (fun σ => q (σ i) * q (σ j))
      = ((∑ k, q k) ^ 2 - ∑ k, q k ^ 2)
          / ((Fintype.card n : ℝ) * ((Fintype.card n : ℝ) - 1))
        + if i = j then (∑ k, q k ^ 2) / (Fintype.card n : ℝ)
            - ((∑ k, q k) ^ 2 - ∑ k, q k ^ 2)
              / ((Fintype.card n : ℝ) * ((Fintype.card n : ℝ) - 1)) else 0 := by
    intro i j
    by_cases h : i = j
    · subst h
      have hs := site_average (fun k => q k ^ 2) i
      rw [if_pos rfl]
      simp only [← pow_two]
      rw [hs]
      ring
    · rw [if_neg h, add_zero]
      exact pair_average q h
  rw [average_energy_eq_correlations]
  simp only [hcorr]
  rw [hsum]
  unfold kernelContrast
  field_simp
  ring
```

For a single site with $q\ne0$ and $K_{11}\neq0$ the formula fails: the energy is $\tfrac12K_{11}q^2$, whereas the right-hand side divides by zero, which Lean evaluates as $0$.

## Charges that sum to zero

Neutrality, `hq`, is the usual condition on a periodic cell, where the Coulomb energy of a net charge diverges unless a compensating background is added. In the derivation it removes the $Q^2$ term. The proof does the same by rewriting with `hq`, and the theorem also records that the denominator is positive.

```lean
/-- For charges summing to zero on at least two sites, the average energy is
`(∑ q²) (N tr K - ∑ K) / (2 N (N - 1))`, with a positive denominator. -/
theorem average_energy_neutral (hN : 2 ≤ Fintype.card n) (K : Matrix n n ℝ) (q : n → ℝ)
    (hq : ∑ i, q i = 0) :
    0 < 2 * (Fintype.card n : ℝ) * ((Fintype.card n : ℝ) - 1) ∧
    permAverage (fun σ => energy K (q ∘ σ))
      = (∑ i, q i ^ 2) * ((Fintype.card n : ℝ) * K.trace - ∑ i, ∑ j, K i j)
        / (2 * (Fintype.card n : ℝ) * ((Fintype.card n : ℝ) - 1)) := by
  have hc : (2 : ℝ) ≤ (Fintype.card n : ℝ) := by exact_mod_cast hN
  refine ⟨mul_pos (by linarith) (by linarith), ?_⟩
  rw [average_energy hN, hq, kernelContrast, zero_pow two_ne_zero, zero_mul, add_zero]
```

Neutrality also makes the zero of the kernel irrelevant. A permutation preserves the total charge, so the shift $\tfrac c2Q^2$ vanishes for every arrangement separately, and therefore for the average. The proof follows this route, which is why the next theorem needs no lower bound on $N$.

```lean
/-- For charges summing to zero, the average energy is unchanged when a constant is added
to every kernel entry. -/
theorem average_energy_shifted (K : Matrix n n ℝ) (q : n → ℝ) (c : ℝ)
    (hq : ∑ i, q i = 0) :
    permAverage (fun σ => energy (shifted K c) (q ∘ σ))
      = permAverage (fun σ => energy K (q ∘ σ)) := by
  have h : ∀ σ : Equiv.Perm n, energy (shifted K c) (q ∘ σ) = energy K (q ∘ σ) := by
    intro σ
    have hσ : ∑ i, (q ∘ σ) i = 0 := (Equiv.sum_comp σ q).trans hq
    rw [energy_shifted, hσ, zero_pow two_ne_zero, mul_zero, add_zero]
  simp only [h]

end

end DisorderedMadelung
```

```lean
#print axioms DisorderedMadelung.kernelContrast_shifted
-- 'DisorderedMadelung.kernelContrast_shifted' depends on axioms: [propext, Classical.choice, Quot.sound]
#print axioms DisorderedMadelung.average_energy
-- 'DisorderedMadelung.average_energy' depends on axioms: [propext, Classical.choice, Quot.sound]
#print axioms DisorderedMadelung.average_energy_neutral
-- 'DisorderedMadelung.average_energy_neutral' depends on axioms: [propext, Classical.choice, Quot.sound]
#print axioms DisorderedMadelung.average_energy_shifted
-- 'DisorderedMadelung.average_energy_shifted' depends on axioms: [propext, Classical.choice, Quot.sound]
```

If $Q\neq0$, a shift $c\ne0$ moves the average by $\tfrac c2Q^2$. The neutral formula is then wrong by the $Q^2$ term of `average_energy`, which is nonzero whenever the off-diagonal entries have a nonzero sum.

## Four ions on a square

Take charges $+1,+1,-1,-1$ on the corners of a square, with $K_{ij}=1$ for neighbours, $K_{ii}=0$ and, to keep the arithmetic simple, $\tfrac12$ across the diagonal in place of the true Coulomb value $1/\sqrt2$. Then $S=4$, $\mathrm{tr}K=0$ and $\sum_{ij}K_{ij}=2\,(4\cdot1+2\cdot\tfrac12)=10$, so

$$\langle E\rangle=\frac{4\,(0-10)}{2\cdot4\cdot3}=-\frac53 .$$

Direct counting agrees. The two alternating arrangements have energy $-4+1=-3$. The four with like charges side by side have energy $0-1=-1$. Their mean is $\frac{2(-3)+4(-1)}6=-\frac53$. Adding $1$ to every entry changes the contrast from $-10$ to $4\cdot4-26=-10$.

## The random average in a supercell calculation

Take a supercell with formal charges on fixed sites, and let every ion be allowed on every site. The Ewald matrix $K$ for unit charges is computed once. Its trace and the sum of its entries then give the random average without sampling any arrangement, and the energy of a particular ordering can be quoted relative to it. Two Ewald conventions that differ by a constant in every entry give the same value for a neutral cell.

Often only one sublattice is disordered, and its charges alone do not sum to zero. The mean of their mutual energy then follows from `average_energy` with $Q\neq0$, where $N$, $K$ and $Q$ now refer to the disordered sites alone. The coupling to the fixed ions is a separate term: if these produce the potential $\varphi_i$ at site $i$, `site_average` gives each disordered site the mean charge $Q/N$, and the coupling averages to $\frac QN\sum_i\varphi_i$. Both terms depend on the constant in the kernel, so the same kernel must be used throughout. For a neutral cell the constant cancels once the energy of the fixed ions among themselves is added.
